# An invertible change of spin frame preserves the CAR, every $E_{pq}$ and total $S^2$

Take one orbital, double its spin-up creator, and transform the annihilators by the adjoint matrix, as one would for a rotation. The spin-up annihilator doubles too, the anticommutator of the pair becomes 4 instead of 1, and the operator that should count electrons counts each spin-up electron four times. Energies and spin labels computed from such operators are in general wrong.

The fault lies in the adjoint, not in the stretched frame. If the creators of every orbital are transformed by the same invertible complex $2\times2$ matrix $g$, and the annihilators by $g^{-1}$, the canonical anticommutation relations (CAR) survive, and so do the spin-summed excitation operators and the total spin squared. For unitary $g$ the inverse is the adjoint, and the familiar rule returns.

## Operators and their relations

```lean
import Mathlib

open Matrix

namespace SpinFrameInvariance

noncomputable section

variable {A P : Type*} [Ring A] [Algebra ℂ A]
```

`A` is the algebra in which the operators live: products need not commute, and complex numbers act as scalars. `P` is the set of orbital labels. No Hilbert space or adjoint is assumed.

```lean
/-- The canonical anticommutation relations for creators `c p s` and annihilators `a p s`
with orbital `p` and spin `s`. -/
structure CAR {A P : Type*} [Ring A] [DecidableEq P] (c a : P → Fin 2 → A) : Prop where
  cc : ∀ p s q t, c p s * c q t + c q t * c p s = 0
  aa : ∀ p s q t, a p s * a q t + a q t * a p s = 0
  ac : ∀ p s q t, a p s * c q t + c q t * a p s = if p = q ∧ s = t then 1 else 0
```

A family `c : P → Fin 2 → A` assigns an operator $c_{ps}$ to each orbital $p$ and spin $s$. The type `Fin 2` has the elements 0 and 1, read here as up and down. `CAR c a` says that

$$\{c_{ps},c_{qt}\}=0,\qquad \{a_{ps},a_{qt}\}=0,\qquad \{a_{ps},c_{qt}\}=\delta_{pq}\delta_{st},$$

where $\{x,y\}=xy+yx$. When each $a_{ps}$ is the adjoint of $c_{ps}$, these relations express Fermi statistics for an orthonormal set of spin orbitals. Here they are a hypothesis on `c` and `a`, and nothing requires that adjoint relation. A non-unitary change of frame destroys it: the new spin states are then not orthonormal, although the CAR still hold.

## The change of frame

```lean
/-- Creators in the new spin frame: `c'_ps = ∑ t, g_ts c_pt`. -/
def rotC (g : Matrix (Fin 2) (Fin 2) ℂ) (c : P → Fin 2 → A) (p : P) (s : Fin 2) : A :=
  ∑ t, g t s • c p t
```

This is $c'_{ps}=\sum_t g_{ts}c_{pt}$: column $s$ of $g$ holds the components of the new spin state $s$. The same $g$ serves every orbital, so frames that vary from orbital to orbital are not covered.

```lean
/-- Annihilators in the new spin frame: `a'_ps = ∑ t, h_st a_pt`. -/
def rotA (h : Matrix (Fin 2) (Fin 2) ℂ) (a : P → Fin 2 → A) (p : P) (s : Fin 2) : A :=
  ∑ t, h s t • a p t
```

This is $a'_{ps}=\sum_t h_{st}a_{pt}$, with a second matrix $h$ that is so far unrelated to $g$. Keeping the two separate shows where each condition on them enters.

## Excitations and spin

```lean
/-- The spin-summed excitation operator `E_pq = ∑ s, c_ps a_qs`. -/
def excitation (c a : P → Fin 2 → A) (p q : P) : A := ∑ s, c p s * a q s
```

$E_{pq}=\sum_s c_{ps}a_{qs}$ moves an electron from orbital $q$ to orbital $p$ and leaves its spin alone.

```lean
/-- The orbital-summed spin transfer operator `F_st = ∑ p, c_ps a_pt`. -/
def transfer [Fintype P] (c a : P → Fin 2 → A) (s t : Fin 2) : A := ∑ p, c p s * a p t
```

$F_{st}=\sum_p c_{ps}a_{pt}$ does the opposite: it changes spin $t$ into spin $s$ and leaves the orbital alone. The sum over orbitals is why `Fintype P`, a finite orbital set, appears.

```lean
/-- The operator `½ ∑ σ_st c_ps a_pt`, summed over `p`, `s` and `t`; for a Pauli matrix `σ` it is a
total spin component. -/
def spin [Fintype P] (c a : P → Fin 2 → A) (σ : Matrix (Fin 2) (Fin 2) ℂ) : A :=
  (1 / 2 : ℂ) • ∑ s, ∑ t, σ s t • transfer c a s t
```

For a $2\times2$ matrix $\sigma$ this is $\tfrac12\sum_{st}\sigma_{st}F_{st}$. When $\sigma$ is a Pauli matrix, it is a total spin component in units with $\hbar=1$.

```lean
/-- The total spin squared, `S² = S_x² + S_y² + S_z²`, with the three Pauli matrices. -/
def spinSq [Fintype P] (c a : P → Fin 2 → A) : A :=
  spin c a !![0, 1; 1, 0] ^ 2 + spin c a !![0, -Complex.I; Complex.I, 0] ^ 2
    + spin c a !![1, 0; 0, -1] ^ 2
```

Inserting the three Pauli matrices, squaring and adding gives $S^2=S_x^2+S_y^2+S_z^2$. In the new frame, $S^2$ is built by the same formula, with the same Pauli matrices, from $c'$ and $a'$.

## The anticommutation relations fix $h$

```lean
/-- The mixed anticommutator in the new frame is `δ_pq (h g)_st`. -/
theorem mixed_anticommutator [DecidableEq P] {c a : P → Fin 2 → A} (H : CAR c a)
    (g h : Matrix (Fin 2) (Fin 2) ℂ) (p q : P) (s t : Fin 2) :
    rotA h a p s * rotC g c q t + rotC g c q t * rotA h a p s
      = (h * g) s t • (if p = q then 1 else 0 : A) := by
  have diag : ∀ u, a p u * c q u + c q u * a p u = if p = q then 1 else 0 := by
    intro u; rw [H.ac]; simp
  have off : ∀ u v, u ≠ v → a p u * c q v + c q v * a p u = 0 := by
    intro u v huv; rw [H.ac]; simp [huv]
  have e01 := off 0 1 (by decide)
  have e10 := off 1 0 (by decide)
  simp only [rotA, rotC, Matrix.mul_apply, Fin.sum_univ_two, add_mul, mul_add,
    smul_mul_smul_comm]
  linear_combination (norm := module) (h s 0 * g 0 t) • diag 0 + (h s 1 * g 1 t) • diag 1
    + (h s 0 * g 1 t) • e01 + (h s 1 * g 0 t) • e10
```

The statement is $\{a'_{ps},c'_{qt}\}=\delta_{pq}(hg)_{st}$. By hand,

$$\{a'_{ps},c'_{qt}\}=\sum_{uv}h_{su}g_{vt}\{a_{pu},c_{qv}\}=\delta_{pq}\sum_u h_{su}g_{ut}=\delta_{pq}(hg)_{st}.$$

In the proof, `diag` holds the anticommutators with equal spins and `off` those with different spins. The `simp only` line writes out the sums over two spins. `linear_combination` then adds the four known relations with the coefficients $h_{su}g_{vt}$, and `module` checks that the two sides agree as linear combinations of operator products.

```lean
/-- Rotating creators by `g` and annihilators by its inverse `h` preserves the
anticommutation relations. -/
theorem car_rot [DecidableEq P] {c a : P → Fin 2 → A} (H : CAR c a)
    {g h : Matrix (Fin 2) (Fin 2) ℂ} (hg : h * g = 1) : CAR (rotC g c) (rotA h a) := by
  refine ⟨fun p s q t => ?_, fun p s q t => ?_, fun p s q t => ?_⟩
  · simp only [rotC, Fin.sum_univ_two, add_mul, mul_add, smul_mul_smul_comm]
    linear_combination (norm := module) (g 0 s * g 0 t) • H.cc p 0 q 0
      + (g 0 s * g 1 t) • H.cc p 0 q 1 + (g 1 s * g 0 t) • H.cc p 1 q 0
      + (g 1 s * g 1 t) • H.cc p 1 q 1
  · simp only [rotA, Fin.sum_univ_two, add_mul, mul_add, smul_mul_smul_comm]
    linear_combination (norm := module) (h s 0 * h t 0) • H.aa p 0 q 0
      + (h s 0 * h t 1) • H.aa p 0 q 1 + (h s 1 * h t 0) • H.aa p 1 q 0
      + (h s 1 * h t 1) • H.aa p 1 q 1
  · rw [mixed_anticommutator H, hg, Matrix.one_apply]
    by_cases hp : p = q <;> by_cases hs : s = t <;> simp [hp, hs]
```

If $hg=1$, the mixed relation is the original one. The other two hold for any matrices, since

$$\{c'_{ps},c'_{qt}\}=\sum_{uv}g_{us}g_{vt}\{c_{pu},c_{qv}\}=0,$$

and likewise for the annihilators with coefficients $h_{su}h_{tv}$. The three bullets of the proof are these three relations.

```lean
/-- Conversely, if the rotated operators satisfy the anticommutation relations, then `h` is
the inverse of `g`. -/
theorem inverse_of_car_rot [DecidableEq P] [Nontrivial A] [Nonempty P] {c a : P → Fin 2 → A}
    (H : CAR c a) {g h : Matrix (Fin 2) (Fin 2) ℂ} (H' : CAR (rotC g c) (rotA h a)) :
    h * g = 1 := by
  obtain ⟨p⟩ := ‹Nonempty P›
  ext s t
  have e := H'.ac p s p t
  rw [mixed_anticommutator H] at e
  -- scalars embed faithfully in a nontrivial algebra
  apply (algebraMap ℂ A).injective
  rw [Matrix.one_apply, Algebra.algebraMap_eq_smul_one, Algebra.algebraMap_eq_smul_one]
  by_cases hst : s = t <;> simpa [hst] using e
```

The converse: if the new operators satisfy the CAR, then $hg=1$. Choose one orbital $p$ and compare the two expressions for the mixed anticommutator, $(hg)_{st}\,1=\delta_{st}\,1$ in `A`. Equality of the numbers follows if $1\neq0$ in `A`, which is what `Nontrivial A` supplies; `Nonempty P` supplies the orbital. The adjoint rule of the opening therefore works only when $g^\dagger g=1$.

## $E_{pq}$ does not see the frame

```lean
/-- Every spin-summed excitation operator is the same in both spin frames. -/
theorem excitation_rot (c a : P → Fin 2 → A) {g h : Matrix (Fin 2) (Fin 2) ℂ}
    (hg : h * g = 1) (p q : P) :
    excitation (rotC g c) (rotA h a) p q = excitation c a p q := by
  have e : excitation (rotC g c) (rotA h a) p q
      = ∑ u, ∑ v, (g * h) u v • (c p u * a q v) := by
    simp only [excitation, rotC, rotA, Matrix.mul_apply, Fin.sum_univ_two, add_mul, mul_add,
      smul_mul_smul_comm]
    module
  rw [e, mul_eq_one_comm.mp hg]
  simp [excitation, Fin.sum_univ_two, Matrix.one_apply]
```

By hand,

$$E'_{pq}=\sum_s\sum_{uv}g_{us}h_{sv}\,c_{pu}a_{qv}=\sum_{uv}(gh)_{uv}\,c_{pu}a_{qv}=E_{pq}.$$

The product now stands in the other order, $gh$. For square matrices $hg=1$ implies $gh=1$, and `mul_eq_one_comm` makes that step. The CAR are not used, so the identity holds for any operators `c` and `a`.

A spin-free electronic Hamiltonian in a finite orbital basis is a polynomial in the $E_{pq}$ with integrals over spatial orbitals as coefficients, so it too is the same operator in both frames.

## $S^2$ without Pauli matrices

```lean
/-- The total spin squared is `½ ∑ F_st F_ts - ¼ (∑ F_ss)²`. -/
theorem spinSq_eq [Fintype P] (c a : P → Fin 2 → A) :
    spinSq c a = (1 / 2 : ℂ) • ∑ s, ∑ t, transfer c a s t * transfer c a t s
      - (1 / 4 : ℂ) • (∑ s, transfer c a s s) ^ 2 := by
  have hs : ∀ x y z w : ℂ, spin c a !![x, y; z, w] = (1 / 2 : ℂ) • (x • transfer c a 0 0
      + y • transfer c a 0 1 + z • transfer c a 1 0 + w • transfer c a 1 1) := by
    intro x y z w
    simp [spin, Fin.sum_univ_two, add_assoc]
  simp only [spinSq, hs]
  generalize transfer c a = F
  simp only [Fin.sum_univ_two, pow_two, mul_add, add_mul, smul_mul_smul_comm]
  linear_combination (norm := module) Complex.I_sq • ((1 / 4 : ℂ) •
    (F 0 1 * F 0 1 - F 0 1 * F 1 0 - F 1 0 * F 0 1 + F 1 0 * F 1 0))
```

The invariance of $S^2$ is easier to see once the Pauli matrices are gone. The components are

$$S_x=\tfrac12(F_{01}+F_{10}),\quad S_y=\tfrac{i}{2}(F_{10}-F_{01}),\quad S_z=\tfrac12(F_{00}-F_{11}).$$

In $S_x^2+S_y^2$ the squares of $F_{01}$ and $F_{10}$ cancel, leaving $\tfrac12(F_{01}F_{10}+F_{10}F_{01})$. The remaining term is

$$S_z^2=\tfrac12(F_{00}^2+F_{11}^2)-\tfrac14(F_{00}+F_{11})^2.$$

Together,

$$S^2=\tfrac12\sum_{st}F_{st}F_{ts}-\tfrac14\Big(\sum_sF_{ss}\Big)^2.$$

In Lean, `hs` writes out the operator `spin` for a general $2\times2$ matrix, and the last step uses $i^2=-1$, which is `Complex.I_sq`. The order of the factors is kept throughout.

```lean
/-- The total spin squared is the same in both spin frames. -/
theorem spinSq_rot [Fintype P] (c a : P → Fin 2 → A) {g h : Matrix (Fin 2) (Fin 2) ℂ}
    (hg : h * g = 1) : spinSq (rotC g c) (rotA h a) = spinSq c a := by
  have hF : ∀ s t, transfer (rotC g c) (rotA h a) s t
      = ∑ u, ∑ v, (g u s * h t v) • transfer c a u v := by
    intro s t
    simp only [transfer, rotC, rotA, Fin.sum_univ_two, Finset.smul_sum,
      ← Finset.sum_add_distrib]
    refine Finset.sum_congr rfl fun p _ => ?_
    simp only [add_mul, mul_add, smul_mul_smul_comm]
    module
  -- in the quadratic sum the frame enters only through `g h = 1`
  have hsq : ∑ s, ∑ t, transfer (rotC g c) (rotA h a) s t * transfer (rotC g c) (rotA h a) t s
      = ∑ s, ∑ t, transfer c a s t * transfer c a t s := by
    simp only [hF]
    generalize transfer c a = F
    trans ∑ u, ∑ v, ∑ x, ∑ y, ((g * h) u y * (g * h) x v) • (F u v * F x y)
    · simp only [Matrix.mul_apply, Fin.sum_univ_two, add_mul, mul_add, smul_mul_smul_comm]
      module
    · rw [mul_eq_one_comm.mp hg]
      simp [Fin.sum_univ_two, Matrix.one_apply]
  -- the particle number is a sum of excitation operators
  have hN : ∀ c a : P → Fin 2 → A, ∑ s, transfer c a s s = ∑ p, excitation c a p p := by
    intro c a
    simp only [transfer, excitation]
    exact Finset.sum_comm
  rw [spinSq_eq, spinSq_eq c a, hsq, hN, hN c a]
  simp only [excitation_rot c a hg]
```

The transfer operators change as $F'_{st}=\sum_{uv}g_{us}h_{tv}F_{uv}$, which is `hF`. In the quadratic sum the matrices pair up:

$$\sum_{st}F'_{st}F'_{ts}=\sum_{uvxy}(gh)_{uy}(gh)_{xv}F_{uv}F_{xy}=\sum_{uv}F_{uv}F_{vu}.$$

This is `hsq`. The second ingredient is the particle number, $\sum_sF_{ss}=\sum_pE_{pp}$, which is `hN`. It is a sum of excitation operators and so is already known to be invariant. Both terms of $S^2$ are therefore unchanged, again without the CAR.

## The three invariances together

```lean
/-- **Spin-frame invariance.** For every invertible complex `g`, the change of spin frame
preserves the anticommutation relations, every `E_pq` and the total spin squared. -/
theorem spin_frame_invariance [Fintype P] [DecidableEq P] {c a : P → Fin 2 → A}
    (H : CAR c a) (g : (Matrix (Fin 2) (Fin 2) ℂ)ˣ) :
    CAR (rotC g.val c) (rotA g⁻¹.val a) ∧
    (∀ p q, excitation (rotC g.val c) (rotA g⁻¹.val a) p q = excitation c a p q) ∧
    spinSq (rotC g.val c) (rotA g⁻¹.val a) = spinSq c a :=
  ⟨car_rot H g.inv_mul, excitation_rot c a g.inv_mul, spinSq_rot c a g.inv_mul⟩
```

Here `g` is a unit of the matrix ring, that is, a matrix supplied together with its inverse; `g.val` is the matrix and `g⁻¹.val` the inverse. The symbol `∧` means "and". The theorem says that for a finite orbital set and operators obeying the CAR, the transformed operators obey the CAR, every $E_{pq}$ is the same element of `A`, and so is $S^2$. The proof hands $g^{-1}g=1$ to the three earlier results.

**A shear worked through.** Take one orbital, drop its label, and let

$$g=\begin{pmatrix}1&1\\0&1\end{pmatrix},\qquad g^{-1}=\begin{pmatrix}1&-1\\0&1\end{pmatrix}.$$

Then $c'_0=c_0$, $c'_1=c_0+c_1$, $a'_0=a_0-a_1$ and $a'_1=a_1$. The critical anticommutator is $\{a'_0,c'_1\}=1-1=0$. The excitation operator is

$$E'=c_0(a_0-a_1)+(c_0+c_1)a_1=c_0a_0+c_1a_1=E.$$

The individual spin components do change: $F'_{00}=F_{00}-F_{01}$ and $F'_{11}=F_{11}+F_{01}$, so $S'_z=S_z-F_{01}$. For a single electron, $F_{st}$ acts as the $2\times2$ matrix with a 1 in row $s$, column $t$. Then $\sum_{st}F_{st}F_{ts}=2$ and $\sum_sF_{ss}=1$, which gives $S^2=\tfrac12\cdot2-\tfrac14=\tfrac34$, the value for spin one half. The primed sums have the same values.

**In a program.** Suppose a small exact-diagonalisation code stores the operators as arrays `c[p,s,i,j]` and `a[p,s,i,j]`, where `i` and `j` are matrix indices in Fock space. In NumPy the change of frame is

```python
c_new = np.einsum('ts,ptij->psij', g, c)
a_new = np.einsum('st,ptij->psij', np.linalg.inv(g), a)
```

Rebuilding $E_{pq}$ and $S^2$ from the new arrays must reproduce the old matrices up to rounding. A well-conditioned but non-unitary `g` makes a sharper test than a rotation, because it exposes an adjoint used in place of the inverse.

## One orbital as explicit matrices

```lean
/-- Integer 4 by 4 matrices of the two creators of a single orbital. -/
def fock : Fin 2 → Matrix (Fin 4) (Fin 4) ℤ :=
  ![!![0, 0, 0, 0; 1, 0, 0, 0; 0, 0, 0, 0; 0, 0, 1, 0],
    !![0, 0, 0, 0; 0, 0, 0, 0; 1, 0, 0, 0; 0, -1, 0, 0]]
```

These matrices show that the CAR hypothesis can be met. Number the basis states 0 to 3 as empty, up, down and doubly occupied. `fock 0` creates an up electron, taking state 0 to 1 and state 2 to 3. `fock 1` creates a down electron, taking state 0 to 2 and state 1 to minus state 3. The minus sign makes the two creators anticommute.

```lean
/-- The matrices `fock`, read over `ℂ`, and their transposes satisfy the anticommutation
relations for one orbital with two spins. -/
theorem car_witness : CAR (fun (_ : Unit) s => (Int.castRingHom ℂ).mapMatrix (fock s))
    (fun _ s => (Int.castRingHom ℂ).mapMatrix (fock s)ᵀ) := by
  have cc : ∀ s t, fock s * fock t + fock t * fock s = 0 := by decide +kernel
  have aa : ∀ s t, (fock s)ᵀ * (fock t)ᵀ + (fock t)ᵀ * (fock s)ᵀ = 0 := by decide +kernel
  have ac : ∀ s t, (fock s)ᵀ * fock t + fock t * (fock s)ᵀ = if s = t then 1 else 0 := by
    decide +kernel
  refine ⟨fun p s q t => ?_, fun p s q t => ?_, fun p s q t => ?_⟩
  · rw [← map_mul, ← map_mul, ← map_add, cc, map_zero]
  · rw [← map_mul, ← map_mul, ← map_add, aa, map_zero]
  · rw [← map_mul, ← map_mul, ← map_add, ac]
    by_cases h : s = t
    · rw [if_pos h, if_pos ⟨Subsingleton.elim _ _, h⟩, map_one]
    · rw [if_neg h, if_neg (fun e => h e.2), map_zero]

end

end SpinFrameInvariance
```

`Unit` is a type with one element, here the single orbital, and the annihilators are the transposes of the creators. The relations are first checked over the integers, where `decide +kernel` evaluates every matrix entry. The map from integers to complex numbers respects sums and products, so it carries the relations over to complex matrices.

```lean
#print axioms SpinFrameInvariance.inverse_of_car_rot
-- 'SpinFrameInvariance.inverse_of_car_rot' depends on axioms: [propext, Classical.choice, Quot.sound]
#print axioms SpinFrameInvariance.spin_frame_invariance
-- 'SpinFrameInvariance.spin_frame_invariance' depends on axioms: [propext, Classical.choice, Quot.sound]
```
